# For noncommuting wave-vector components, the Kane sum over valence states is a k² term plus a spin term along k × k

The theorem `kane_sum` concerns six valence states, three p orbitals times spin one half, split by spin-orbit coupling into a quartet with energy denominator Eg and a doublet with Eg + Δ. It sums k_i k_j G_ij over the orbitals, where G holds the inverse denominators, and finds (2/Eg + 1/(Eg + Δ)) k²/3 times the identity on spin, minus iΔ σ·(k × k)/(3Eg(Eg + Δ)). The components k_i are elements of any complex algebra and need not commute, the denominators are constants assumed nonzero, and no momentum matrix elements are included. The proof splits G into a scalar part and a part along L·σ, contracts each with the wave vectors, and leaves the comparison of coefficients to `module`.

This version doesn't compile in Lean 4 with Mathlib:

```lean
import Mathlib

open Matrix Complex
open scoped Kronecker

namespace KaneSum

noncomputable section

/-- Operators on the six valence states, orbital `C^3` tensor spin `C^2`. -/
abbrev ValenceOp := Matrix (Fin 3 × Fin 2) (Fin 3 × Fin 2) ℂ

/-- Orbital angular momentum of the p states, `(L_a)_ij = -i ε_aij`. -/
def orbL : Fin 3 → Matrix (Fin 3) (Fin 3) ℂ :=
  ![!![0, 0, 0; 0, 0, -I; 0, I, 0],
    !![0, 0, I; 0, 0, 0; -I, 0, 0],
    !![0, -I, 0; I, 0, 0; 0, 0, 0]]

/-- The three Pauli matrices. -/
def pauli : Fin 3 → Matrix (Fin 2) (Fin 2) ℂ :=
  ![!![0, 1; 1, 0], !![0, -I; I, 0], !![1, 0; 0, -1]]

/-- The spin-orbit operator `L·σ` on the valence states. -/
def spinOrbit : ValenceOp := ∑ a, orbL a ⊗ₖ pauli a

/-- The quartet projector `(2 + L·σ)/3`. -/
def Q4 : ValenceOp := (1 / 3 : ℂ) • ((2 : ℂ) • 1 + spinOrbit)

/-- The doublet projector `(1 - L·σ)/3`. -/
def Q2 : ValenceOp := (1 / 3 : ℂ) • (1 - spinOrbit)

/-- The inverse energy denominators `G = Q4/Eg + Q2/(Eg + Δ)`, for `Eg` and `Eg + Δ` nonzero. -/
def G (Eg Δ : ℂ) : ValenceOp := (1 / Eg) • Q4 + (1 / (Eg + Δ)) • Q2

variable {A : Type*} [Ring A] [Algebra ℂ A]

/-- The sum `∑ k_i k_j M_ij`, where `M_ij` is the spin block of `M` between orbitals `i` and `j`. -/
def contract (k : Fin 3 → A) (M : ValenceOp) : Matrix (Fin 2) (Fin 2) A :=
  Matrix.of fun s t => ∑ i, ∑ j, M (i, s) (j, t) • (k i * k j)

/-- The squared wave vector `k² = ∑ k_i k_i`. -/
def ksq (k : Fin 3 → A) : A := ∑ i, k i * k i

/-- The cross product `k × k`, whose components are commutators. -/
def kxk (k : Fin 3 → A) : Fin 3 → A :=
  ![k 1 * k 2 - k 2 * k 1, k 2 * k 0 - k 0 * k 2, k 0 * k 1 - k 1 * k 0]

/-- The spin operator `σ·v` for a vector `v` of operators. -/
def sigmaDot (v : Fin 3 → A) : Matrix (Fin 2) (Fin 2) A :=
  Matrix.of fun s t => ∑ a, pauli a s t • v a

/-- For nonzero `Eg` and `Eg + Δ`, `G` splits into a scalar part and a part along `L·σ`. -/
theorem G_split (Eg Δ : ℂ) (hE : Eg ≠ 0) (hD : Eg + Δ ≠ 0) :
    G Eg Δ = ((2 / Eg + 1 / (Eg + Δ)) / 3) • (1 : ValenceOp)
      + (Δ / (3 * Eg * (Eg + Δ))) • spinOrbit := by
  have h : Δ / (3 * Eg * (Eg + Δ)) = (1 / Eg - 1 / (Eg + Δ)) / 3 := by
    field_simp
    ring
  rw [h, G, Q4, Q2]
  module

/-- Contracting `L·σ` with the wave vectors gives `-i σ·(k × k)`. -/
theorem contract_spinOrbit (k : Fin 3 → A) :
    contract k spinOrbit = (-I) • sigmaDot (kxk k) := by
  ext s t
  simp [contract, spinOrbit, orbL, sigmaDot, kxk, Fin.sum_univ_three]
  module

/-- The Kane sum over valence states for noncommuting `k_i`, with `Eg` and `Eg + Δ` nonzero:
`∑ k_i k_j G_ij = (2/Eg + 1/(Eg+Δ)) k²/3 - i Δ σ·(k × k)/(3 Eg (Eg+Δ))`. -/
theorem kane_sum (k : Fin 3 → A) (Eg Δ : ℂ) (hE : Eg ≠ 0) (hD : Eg + Δ ≠ 0) :
    contract k (G Eg Δ) =
      ((2 / Eg + 1 / (Eg + Δ)) / 3) • (ksq k • (1 : Matrix (Fin 2) (Fin 2) A))
        - (I * Δ / (3 * Eg * (Eg + Δ))) • sigmaDot (kxk k) := by
  have hlin : ∀ (a b : ℂ) (M N : ValenceOp),
      contract k (a • M + b • N) = a • contract k M + b • contract k N := by
    intro a b M N
    ext s t
    simp only [contract, Matrix.of_apply, Matrix.add_apply, Matrix.smul_apply, smul_eq_mul,
      Fin.sum_univ_three]
    module
  -- the scalar part of `G` only sees `k²`
  have hone : contract k 1 = ksq k • (1 : Matrix (Fin 2) (Fin 2) A) := by
    ext s t
    fin_cases s <;> fin_cases t <;>
      simp [contract, ksq, Fin.sum_univ_three, Matrix.one_apply]
  rw [G_split Eg Δ hE hD, hlin, hone, contract_spinOrbit]
  module

end

end KaneSum
```

Compiling this gives:

```
Main.lean:88:2: error: failed to synthesize
  CommSemiring A

Hint: Additional diagnostic information may be available using the `set_option diagnostics true` command.
```

The mended proof, as a diff:

```diff
@@ -86,4 +86,5 @@
       simp [contract, ksq, Fin.sum_univ_three, Matrix.one_apply]
   rw [G_split Eg Δ hE hD, hlin, hone, contract_spinOrbit]
+  generalize ksq k • (1 : Matrix (Fin 2) (Fin 2) A) = K
   module
 
```

Cause. The error is at the last line of `kane_sum`, where `module` has to match the two sides. Both contain `ksq k • (1 : Matrix (Fin 2) (Fin 2) A)`, a scalar multiplication whose scalar `ksq k` lies in `A`, while the other coefficients are complex numbers. `module` looks inside every scalar multiplication, so it takes `ksq k` for a coefficient too, and to handle such coefficients it asks for `CommSemiring A`. The file assumes only `Ring A`, since the k_i need not commute, and Lean finds no such instance.

The added `generalize` line replaces that whole product by a single matrix `K`. The scalar from `A` is then out of sight, and every scalar multiplication left for `module` to read has a complex coefficient. The goal needs nothing about the inside of `K`, because the same matrix stands on both sides, so `module` can finish by comparing the coefficients of `K` and of `sigmaDot (kxk k)`.
